# A two-body Hamiltonian couples a determinant to doubles through one antisymmetrized integral and to no triples

A determinant can be represented as an antisymmetrized product of orbitals, as a string of creators on a vacuum, or by the operators that annihilate it. The Lean file takes the last option. `IsDeterminant c occ Φ` says that \(\Phi\) is a unit vector, that the creator of every orbital in the finite set `occ` gives zero on it, and that the annihilator of every other orbital does too. The annihilators \(c_p\), written `c p`, are any complex matrices of finite size that obey the anticommutation relations `IsCAR`, and the creators \(c_p^\dagger\) are their conjugate transposes. The index \(p\) labels spin orbitals.

## Energy and couplings

For electrons, the two-body integrals are \(g_{pqrs}=\langle pq|rs\rangle-\langle pq|sr\rangle\), where \(\langle pq|rs\rangle\) is the Coulomb integral with orbitals \(p,r\) for the first electron and \(q,s\) for the second. The file allows any array \(g\) and states the antisymmetry as a hypothesis where it is needed. With one-body integrals \(h_{pq}\), `hamiltonian` and `fock` are

\[
H=\sum_{pq}h_{pq}c_p^\dagger c_q+\tfrac14\sum_{pqrs}g_{pqrs}c_p^\dagger c_q^\dagger c_s c_r,
\qquad
F_{pq}=h_{pq}+\sum_{i\in\mathrm{occ}}g_{piqi}.
\]

Let \(i,j\) be occupied and \(a,b,d\) virtual. The inner product is conjugate-linear in its first argument. Then

\[
\begin{aligned}
\langle\Phi,H\Phi\rangle&=\sum_iF_{ii}-\tfrac12\sum_{ij}g_{ijij},\\
\langle c_a^\dagger c_b^\dagger c_jc_i\Phi,H\Phi\rangle&=g_{abij},\\
\langle c_a^\dagger c_b^\dagger c_d^\dagger c_kc_jc_i\Phi,H\Phi\rangle&=0.
\end{aligned}
\]

These are `energy`, `doubles` and `triples`. The first theorem assumes \(g\) antisymmetric in its last pair of indices, the second assumes it in both pairs, and the third assumes no symmetry. In `triples` the removed orbitals \(i,j,k\) are arbitrary. The doubly excited vector has unit norm when \(a\ne b\) and \(i\ne j\), and is zero otherwise.

The theorem `moller_plesset` adds the hypothesis \(F_{ai}=0\), the Brillouin condition that a converged closed-shell or unrestricted Hartree-Fock calculation supplies. With \(\hat F=\sum_{pq}F_{pq}c_p^\dagger c_q\) and \(V=H-\hat F\), it states that \(\hat F\Phi=E_0\Phi\) with \(E_0=\sum_iF_{ii}\), that \(E_0+\langle\Phi,V\Phi\rangle=\langle\Phi,H\Phi\rangle\), and that \(V\Phi\) is orthogonal to every triple excitation.

## Where a code meets these formulas

In a finite spin-orbital basis, a program can obtain the electronic Hartree-Fock energy from the sum of occupied orbital energies by subtracting \(\tfrac12\sum_{ij}g_{ijij}\), since the sum counts the interaction of each pair twice. A spin-orbital MP2 code uses \(g_{abij}\) as the numerator of its doubles amplitudes. In a configuration-interaction matrix for the same two-body Hamiltonian, the entries between reference and triples are zero and need not be computed.

## Derivation by moving operators to the right

Let \(n_p\) be 1 for occupied and 0 for virtual orbitals. A creator of a virtual orbital vanishes against the bra \(\Phi\), and a creator of an occupied orbital vanishes on the ket once it has been moved to the right. Hence

\[
\langle\Phi,c_p^\dagger c_q\Phi\rangle=n_p\delta_{qp},\qquad
\langle\Phi,c_p^\dagger c_q^\dagger c_sc_r\Phi\rangle=n_pn_q(\delta_{rp}\delta_{sq}-\delta_{rq}\delta_{sp}).
\]

Inserting these into \(H\) gives

\[
\langle\Phi,H\Phi\rangle=\sum_ih_{ii}+\tfrac14\sum_{ij}(g_{ijij}-g_{ijji})
=\sum_ih_{ii}+\tfrac12\sum_{ij}g_{ijij}.
\]

Since \(\sum_iF_{ii}=\sum_ih_{ii}+\sum_{ij}g_{ijij}\), the energy formula follows.

For doubles, move the excitation operators from the bra to the ket, where they become \(c_i^\dagger c_j^\dagger c_bc_a\). A virtual annihilator gives zero on \(\Phi\), on \(c_q\Phi\) and on \(c_sc_r\Phi\), because it anticommutes through to \(\Phi\). It can therefore only contract with creators in \(H\):

\[
\begin{aligned}
c_bc_ac_p^\dagger c_q\Phi&=\delta_{pa}c_bc_q\Phi=0,\\
c_bc_ac_p^\dagger c_q^\dagger c_sc_r\Phi
&=c_b(\delta_{pa}c_q^\dagger-\delta_{qa}c_p^\dagger)c_sc_r\Phi\\
&=(\delta_{pa}\delta_{qb}-\delta_{pb}\delta_{qa})c_sc_r\Phi.
\end{aligned}
\]

The remaining bracket is \(\langle\Phi,c_i^\dagger c_j^\dagger c_sc_r\Phi\rangle=\delta_{ri}\delta_{sj}-\delta_{rj}\delta_{si}\). By antisymmetry, each of the two differences of deltas contributes a factor 2 when summed against \(g\), so the result is \(\tfrac14\cdot2\cdot2\,g_{abij}=g_{abij}\).

For triples, a third virtual annihilator \(c_d\) meets \(c_sc_r\Phi\) and gives zero.

For the Fock operator, consider \(F_{pq}c_p^\dagger c_q\Phi\). It vanishes if \(q\) is virtual. If \(q\) is occupied and \(p\) virtual, the coefficient is zero by hypothesis. If both are occupied, it equals \(F_{pq}\delta_{qp}\Phi\). Summation gives \(\hat F\Phi=E_0\Phi\), and then \(\langle\Phi,V\Phi\rangle=\langle\Phi,H\Phi\rangle-E_0\). Since \(\hat F\) is itself a Hamiltonian with \(g=0\), the triples result applies to \(H\) and \(\hat F\) separately, and so to \(V\).

## The Lean file

```lean
import Mathlib

open Matrix

namespace DeterminantCouplings

noncomputable section

local notation "⟪" x ", " y "⟫" => star x ⬝ᵥ y

variable {ι m : Type*} [Fintype ι] [DecidableEq ι] [Fintype m] [DecidableEq m]

/-- The Kronecker delta of two orbitals. -/
def δ (p q : ι) : ℂ := if p = q then 1 else 0

/-- The antisymmetrized product of two Kronecker deltas. -/
def exch (p q a b : ι) : ℂ := δ p a * δ q b - δ p b * δ q a

/-- The occupation number: one for occupied orbitals, zero for virtual ones. -/
def occNum (occ : Finset ι) (p : ι) : ℂ := if p ∈ occ then 1 else 0

/-- The anticommutation relations for annihilators `c p` and creators `(c p)ᴴ`. -/
structure IsCAR (c : ι → Matrix m m ℂ) : Prop where
  ann_ann : ∀ p q, c p * c q + c q * c p = 0
  ann_cre : ∀ p q, c p * (c q)ᴴ + (c q)ᴴ * c p = δ p q • (1 : Matrix m m ℂ)

/-- A normalized determinant: occupied orbitals cannot be filled again, and virtual orbitals
cannot be emptied. -/
structure IsDeterminant (c : ι → Matrix m m ℂ) (occ : Finset ι) (Φ : m → ℂ) : Prop where
  norm : ⟪Φ, Φ⟫ = 1
  full : ∀ i ∈ occ, (c i)ᴴ *ᵥ Φ = 0
  virt : ∀ a ∉ occ, c a *ᵥ Φ = 0

/-- The one-body operator with matrix elements `h p q`. -/
def oneBody (c : ι → Matrix m m ℂ) (h : ι → ι → ℂ) : Matrix m m ℂ :=
  ∑ p, ∑ q, h p q • ((c p)ᴴ * c q)

/-- The Hamiltonian with one-body integrals `h` and two-body integrals `g`. -/
def hamiltonian (c : ι → Matrix m m ℂ) (h : ι → ι → ℂ) (g : ι → ι → ι → ι → ℂ) :
    Matrix m m ℂ :=
  oneBody c h + (1 / 4 : ℂ) •
    ∑ p, ∑ q, ∑ r, ∑ s, g p q r s • ((c p)ᴴ * (c q)ᴴ * c s * c r)

/-- The Fock matrix: one-body integrals plus the mean field of the occupied orbitals. -/
def fock (occ : Finset ι) (h : ι → ι → ℂ) (g : ι → ι → ι → ι → ℂ) (p q : ι) : ℂ :=
  h p q + ∑ i ∈ occ, g p i q i

variable {c : ι → Matrix m m ℂ} {occ : Finset ι} {Φ : m → ℂ}
  {h : ι → ι → ℂ} {g : ι → ι → ι → ι → ℂ}

omit [Fintype ι] in
/-- The anticommutation relations as rules for exchanging two operators acting on a vector. -/
theorem car_apply (S : IsCAR c) (p q : ι) (v : m → ℂ) :
    c p *ᵥ c q *ᵥ v = -(c q *ᵥ c p *ᵥ v) ∧
    (c p)ᴴ *ᵥ (c q)ᴴ *ᵥ v = -((c q)ᴴ *ᵥ (c p)ᴴ *ᵥ v) ∧
    c p *ᵥ (c q)ᴴ *ᵥ v = δ q p • v - (c q)ᴴ *ᵥ c p *ᵥ v ∧
    (c p)ᴴ *ᵥ c q *ᵥ v = δ q p • v - c q *ᵥ (c p)ᴴ *ᵥ v := by
  have comm : δ q p = δ p q := by simp [δ, eq_comm]
  have h1 := congrArg (fun M => M *ᵥ v) (S.ann_ann p q)
  have h2 := congrArg (fun M => Mᴴ *ᵥ v) (S.ann_ann q p)
  have h3 := congrArg (fun M => M *ᵥ v) (S.ann_cre p q)
  have h4 := congrArg (fun M => M *ᵥ v) (S.ann_cre q p)
  simp only [conjTranspose_add, conjTranspose_mul, conjTranspose_zero, add_mulVec,
    zero_mulVec, smul_mulVec, one_mulVec, ← mulVec_mulVec] at h1 h2 h3 h4
  exact ⟨eq_neg_of_add_eq_zero_left h1, eq_neg_of_add_eq_zero_left h2,
    comm ▸ eq_sub_of_add_eq h3, eq_sub_of_add_eq' h4⟩

/-- Contracting an antisymmetric array with `X` times the antisymmetrized deltas gives `2 * X` times
its entry. -/
theorem sum_exch (f : ι → ι → ℂ) (hf : ∀ r s, f s r = -f r s) (X : ℂ) (i j : ι) :
    ∑ r, ∑ s, f r s * (X * exch r s i j) = f i j * (2 * X) := by
  have k : ∀ (u : ι → ℂ) (Y : ℂ) (j : ι), ∑ q, u q * (Y * δ q j) = u j * Y := by
    intro u Y j
    simp [δ]
  have key : ∀ i j, ∑ r, ∑ s, f r s * (X * (δ r i * δ s j)) = f i j * X := by
    intro i j
    simp only [← mul_assoc X, k]
  simp only [exch, mul_sub, Finset.sum_sub_distrib, key]
  linear_combination (-X) * hf i j

omit [DecidableEq ι] [DecidableEq m] in
/-- The matrix element of the Hamiltonian between any vector and `Φ`, integral by integral. -/
theorem braket_hamiltonian (x : m → ℂ) :
    ⟪x, hamiltonian c h g *ᵥ Φ⟫ = ∑ p, ∑ q, h p q * ⟪x, (c p)ᴴ *ᵥ c q *ᵥ Φ⟫ +
      1 / 4 * ∑ p, ∑ q, ∑ r, ∑ s,
        g p q r s * ⟪x, (c p)ᴴ *ᵥ (c q)ᴴ *ᵥ c s *ᵥ c r *ᵥ Φ⟫ := by
  have hs : ∀ A : ι → Matrix m m ℂ, (∑ p, A p) *ᵥ Φ = ∑ p, A p *ᵥ Φ := fun A =>
    map_sum (AddMonoidHom.mk' (fun M : Matrix m m ℂ => M *ᵥ Φ)
      fun A B => add_mulVec A B Φ) A Finset.univ
  simp only [hamiltonian, oneBody, add_mulVec, smul_mulVec, hs, dotProduct_add,
    dotProduct_smul, dotProduct_sum, smul_eq_mul, ← mulVec_mulVec]

omit [Fintype ι] in
/-- The one- and two-particle density matrices of a determinant. -/
theorem density (S : IsCAR c) (D : IsDeterminant c occ Φ) (p q r s : ι) :
    ⟪Φ, (c p)ᴴ *ᵥ c q *ᵥ Φ⟫ = occNum occ p * δ q p ∧
    ⟪Φ, (c p)ᴴ *ᵥ (c q)ᴴ *ᵥ c s *ᵥ c r *ᵥ Φ⟫ =
      occNum occ p * occNum occ q * exch r s p q := by
  have ca := fun p q v => (car_apply S p q v).2.2.2
  -- a creator of a virtual orbital annihilates the bra
  have vir : ∀ p ∉ occ, ∀ y, ⟪Φ, (c p)ᴴ *ᵥ y⟫ = 0 := by
    intro p hp y
    rw [dotProduct_mulVec, ← star_mulVec, D.virt p hp]
    simp
  by_cases hp : p ∈ occ
  · constructor
    · simp [ca, D.full p hp, D.norm, occNum, hp]
    · by_cases hq : q ∈ occ
      · simp only [ca, D.full p hp, D.full q hq, mulVec_sub, mulVec_smul, mulVec_zero,
          dotProduct_sub, dotProduct_smul, dotProduct_zero, D.norm, smul_eq_mul, occNum,
          if_pos hp, if_pos hq, exch]
        ring
      · rw [(car_apply S p q _).2.1, dotProduct_neg, vir q hq]
        simp [occNum, hq]
  · rw [vir p hp, vir p hp]
    simp [occNum, hp]

omit [Fintype ι] in
/-- On a determinant with two particles removed, one virtual annihilator gives zero; two of them
give zero after a one-body term, and contract with both creators of a two-body term. -/
theorem virtual_pair (S : IsCAR c) (D : IsDeterminant c occ Φ) {a b : ι}
    (ha : a ∉ occ) (hb : b ∉ occ) :
    (∀ r s, c b *ᵥ c s *ᵥ c r *ᵥ Φ = 0) ∧
    (∀ p q, c b *ᵥ c a *ᵥ (c p)ᴴ *ᵥ c q *ᵥ Φ = 0) ∧
    ∀ p q r s, c b *ᵥ c a *ᵥ (c p)ᴴ *ᵥ (c q)ᴴ *ᵥ c s *ᵥ c r *ᵥ Φ =
      exch p q a b • (c s *ᵥ c r *ᵥ Φ) := by
  have ac := fun p q v => (car_apply S p q v).2.2.1
  have z1 : ∀ a ∉ occ, ∀ q, c a *ᵥ c q *ᵥ Φ = 0 := fun a ha q => by
    rw [(car_apply S a q _).1, D.virt a ha]; simp
  have z2 : ∀ a ∉ occ, ∀ r s, c a *ᵥ c s *ᵥ c r *ᵥ Φ = 0 := fun a ha r s => by
    rw [(car_apply S a s _).1, z1 a ha]; simp
  refine ⟨z2 b hb, fun p q => ?_, fun p q r s => ?_⟩
  · simp only [ac, z1 a ha, z1 b hb, mulVec_zero, sub_zero, mulVec_smul, smul_zero]
  · simp only [ac, z2 a ha, z2 b hb, mulVec_zero, sub_zero, mulVec_sub, mulVec_smul, exch]
    module

/-- The energy of a determinant is the sum of the occupied diagonal Fock elements minus half the sum
of `g i j i j` over all occupied `i` and `j`, for `g` antisymmetric in its last two indices. -/
theorem energy (S : IsCAR c) (D : IsDeterminant c occ Φ)
    (hg : ∀ p q r s, g p q s r = -g p q r s) :
    ⟪Φ, hamiltonian c h g *ᵥ Φ⟫ =
      ∑ i ∈ occ, fock occ h g i i - 1 / 2 * ∑ i ∈ occ, ∑ j ∈ occ, g i j i j := by
  have d1 := fun p q => (density S D p q p q).1
  have d2 := fun p q r s => (density S D p q r s).2
  have e := fun p q => sum_exch (g p q) (hg p q)
  have so : ∀ f : ι → ℂ, ∑ i ∈ occ, f i = ∑ p, f p * occNum occ p := by
    intro f
    simp [occNum]
  have t1 : ∑ p, ∑ q, h p q * (occNum occ p * δ q p) = ∑ i ∈ occ, h i i := by
    rw [so]
    exact Finset.sum_congr rfl fun p _ => by simp [δ]
  have t2 : ∑ p, ∑ q, g p q p q * (2 * (occNum occ p * occNum occ q)) =
      2 * ∑ i ∈ occ, ∑ j ∈ occ, g i j i j := by
    simp only [so, Finset.mul_sum, Finset.sum_mul]
    exact Finset.sum_congr rfl fun p _ => Finset.sum_congr rfl fun q _ => by ring
  rw [braket_hamiltonian]
  simp only [d1, d2, e]
  rw [t1, t2]
  simp only [fock, Finset.sum_add_distrib]
  ring

/-- The Hamiltonian couples a determinant to a double excitation from occupied `i`, `j` to
virtual `a`, `b` by the single integral `g a b i j`, for `g` antisymmetric in each pair. -/
theorem doubles (S : IsCAR c) (D : IsDeterminant c occ Φ)
    (hg1 : ∀ p q r s, g q p r s = -g p q r s) (hg2 : ∀ p q r s, g p q s r = -g p q r s)
    {a b i j : ι} (ha : a ∉ occ) (hb : b ∉ occ) (hi : i ∈ occ) (hj : j ∈ occ) :
    ⟪(c a)ᴴ *ᵥ (c b)ᴴ *ᵥ c j *ᵥ c i *ᵥ Φ, hamiltonian c h g *ᵥ Φ⟫ = g a b i j := by
  have d2 := fun p q r s => (density S D p q r s).2
  have e := fun p q => sum_exch (g p q) (hg2 p q)
  have ni : occNum occ i = 1 := by simp [occNum, hi]
  have nj : occNum occ j = 1 := by simp [occNum, hj]
  obtain ⟨-, o1, o2⟩ := virtual_pair S D ha hb
  rw [braket_hamiltonian]
  simp only [star_mulVec, ← dotProduct_mulVec, conjTranspose_conjTranspose, o1, o2,
    dotProduct_zero, dotProduct_smul, d2, ni, nj, smul_eq_mul,
    one_mul, e, mul_zero, Finset.sum_const_zero]
  rw [sum_exch (fun p q => g p q i j) (fun p q => hg1 p q i j) 2 a b]
  ring

/-- The Hamiltonian does not couple a determinant to any vector obtained from it by removing
three particles and creating three in virtual orbitals. -/
theorem triples (S : IsCAR c) (D : IsDeterminant c occ Φ) {a b d : ι}
    (ha : a ∉ occ) (hb : b ∉ occ) (hd : d ∉ occ) (i j k : ι) :
    ⟪(c a)ᴴ *ᵥ (c b)ᴴ *ᵥ (c d)ᴴ *ᵥ c k *ᵥ c j *ᵥ c i *ᵥ Φ,
      hamiltonian c h g *ᵥ Φ⟫ = 0 := by
  obtain ⟨-, o1, o2⟩ := virtual_pair S D ha hb
  rw [braket_hamiltonian]
  -- two creators in the Hamiltonian cannot absorb three virtual annihilators
  simp only [star_mulVec, ← dotProduct_mulVec, conjTranspose_conjTranspose, o1, o2,
    (virtual_pair S D ha hd).1, mulVec_smul, smul_zero, dotProduct_zero,
    mul_zero, Finset.sum_const_zero, add_zero]

/-- If the virtual-occupied Fock elements vanish, the determinant is an eigenvector of the Fock
operator, its eigenvalue plus the first-order energy is the energy of the determinant, and the
perturbation does not couple the determinant to triple excitations. -/
theorem moller_plesset (S : IsCAR c) (D : IsDeterminant c occ Φ)
    (hF : ∀ a ∉ occ, ∀ i ∈ occ, fock occ h g a i = 0) :
    oneBody c (fock occ h g) *ᵥ Φ = (∑ i ∈ occ, fock occ h g i i) • Φ ∧
    ∑ i ∈ occ, fock occ h g i i +
        ⟪Φ, (hamiltonian c h g - oneBody c (fock occ h g)) *ᵥ Φ⟫ =
      ⟪Φ, hamiltonian c h g *ᵥ Φ⟫ ∧
    ∀ a ∉ occ, ∀ b ∉ occ, ∀ d ∉ occ, ∀ i j k,
      ⟪(c a)ᴴ *ᵥ (c b)ᴴ *ᵥ (c d)ᴴ *ᵥ c k *ᵥ c j *ᵥ c i *ᵥ Φ,
        (hamiltonian c h g - oneBody c (fock occ h g)) *ᵥ Φ⟫ = 0 := by
  have ca := fun p q v => (car_apply S p q v).2.2.2
  have hs : ∀ A : ι → Matrix m m ℂ, (∑ p, A p) *ᵥ Φ = ∑ p, A p *ᵥ Φ := fun A =>
    map_sum (AddMonoidHom.mk' (fun M : Matrix m m ℂ => M *ᵥ Φ)
      fun A B => add_mulVec A B Φ) A Finset.univ
  have term : ∀ p q, fock occ h g p q • ((c p)ᴴ *ᵥ c q *ᵥ Φ) =
      (fock occ h g p q * (occNum occ q * δ q p)) • Φ := by
    intro p q
    by_cases hq : q ∈ occ
    · by_cases hp : p ∈ occ
      · simp [ca, D.full p hp, occNum, hq, smul_smul]
      · simp [hF p hp q hq]
    · simp [D.virt q hq, occNum, hq]
  have eig : oneBody c (fock occ h g) *ᵥ Φ = (∑ i ∈ occ, fock occ h g i i) • Φ := by
    have so : ∑ i ∈ occ, fock occ h g i i = ∑ p, fock occ h g p p * occNum occ p := by
      simp [occNum]
    simp only [oneBody, hs, smul_mulVec, ← mulVec_mulVec, term, ← Finset.sum_smul]
    rw [so]
    congr 1
    exact Finset.sum_congr rfl fun p _ => by simp [δ]
  refine ⟨eig, ?_, ?_⟩
  · rw [sub_mulVec, dotProduct_sub, eig, dotProduct_smul, D.norm, smul_eq_mul]
    ring
  · intro a ha b hb d hd i j k
    have h0 : oneBody c (fock occ h g) = hamiltonian c (fock occ h g) 0 := by
      simp [hamiltonian]
    rw [sub_mulVec, dotProduct_sub, h0, triples S D ha hb hd, triples S D ha hb hd, sub_zero]

/-- The annihilators of two orbitals on the basis: empty, first filled, second filled, both. -/
def twoMode : Fin 2 → Matrix (Fin 4) (Fin 4) ℂ :=
  ![!![0, 1, 0, 0; 0, 0, 0, 0; 0, 0, 0, 1; 0, 0, 0, 0],
    !![0, 0, 1, 0; 0, 0, 0, -1; 0, 0, 0, 0; 0, 0, 0, 0]]

set_option maxHeartbeats 400000 in
/-- The two-orbital annihilators obey the anticommutation relations, and the state with only the
first orbital filled is a determinant. -/
theorem twoMode_witness :
    IsCAR twoMode ∧ IsDeterminant twoMode {0} ![0, 1, 0, 0] := by
  -- the two creators, written out
  have t : ∀ q, (twoMode q)ᴴ =
      (![!![0, 0, 0, 0; 1, 0, 0, 0; 0, 0, 0, 0; 0, 0, 1, 0],
        !![0, 0, 0, 0; 0, 0, 0, 0; 1, 0, 0, 0; 0, -1, 0, 0]] :
        Fin 2 → Matrix (Fin 4) (Fin 4) ℂ) q := by
    intro q
    ext i j
    fin_cases q <;> fin_cases i <;> fin_cases j <;> simp [twoMode]
  refine ⟨⟨?_, ?_⟩, ⟨by simp [dotProduct, Fin.sum_univ_succ], ?_, ?_⟩⟩
  · intro p q
    ext i j
    fin_cases p <;> fin_cases q <;> fin_cases i <;> fin_cases j <;>
      simp [twoMode]
  · intro p q
    rw [t q]
    ext i j
    fin_cases p <;> fin_cases q <;> fin_cases i <;> fin_cases j <;>
      simp [twoMode, δ, Fin.sum_univ_succ]
  all_goals
    intro p hp
    ext i
    fin_cases p <;> fin_cases i <;>
      simp_all [twoMode, Matrix.mulVec, dotProduct, Fin.sum_univ_succ]

end

end DeterminantCouplings
```

```lean
#print axioms DeterminantCouplings.energy
#print axioms DeterminantCouplings.doubles
#print axioms DeterminantCouplings.moller_plesset
```

```
'DeterminantCouplings.energy' depends on axioms: [propext, Classical.choice, Quot.sound]
'DeterminantCouplings.doubles' depends on axioms: [propext, Classical.choice, Quot.sound]
'DeterminantCouplings.moller_plesset' depends on axioms: [propext, Classical.choice, Quot.sound]
```

## Operator strings as nested matrix–vector products

A matrix product `A * B * C` is parsed as `(A * B) * C`, so the neighbours `B` and `C` do not form a subterm that a rewrite rule can match. The file uses `← mulVec_mulVec` to turn such products into nested actions `A *ᵥ B *ᵥ C *ᵥ v`, in which every adjacent pair acts on an explicit vector. `car_apply` states the anticommutation relations in this form. Given the rule that moves annihilators past creators, `simp only` performs the contractions in `virtual_pair`. The rule that swaps two annihilators could be applied back and forth forever, so it is used through single `rw` steps.

The other lemmas follow the derivation. `braket_hamiltonian` expands the matrix element integral by integral, `density` gives the two density matrices, and `sum_exch` collapses a sum over antisymmetrized deltas, once in `energy` and twice in `doubles`. In `doubles` and `triples`, `star_mulVec` and `← dotProduct_mulVec` carry the excitation operators from bra to ket.

## Antisymmetry, convergence and other limits

The energy formula fails for plain Coulomb integrals put in place of antisymmetrized ones. Take two occupied spin orbitals 0 and 1 with the same spatial part and opposite spins. In suitable units their Coulomb integrals are \(g_{0000}=g_{1111}=g_{0101}=g_{1010}=1\), with all other entries zero. Set \(h=0\), since \(h\) contributes equally to both sides. Then \(\langle\Phi,H\Phi\rangle=\tfrac12\), while the formula gives \(4-2=2\). The symmetry \(g_{pqrs}=g_{qpsr}\) is thus not enough.

The condition \(F_{ai}=0\) is assumed exactly, whereas a self-consistent calculation reaches it to a threshold. `energy`, `doubles` and `triples` do not use it. The file does not derive it from stationarity of the energy, nor does it prove the singles formula \(\langle c_a^\dagger c_i\Phi,H\Phi\rangle=F_{ai}\).

Of perturbation theory, `moller_plesset` contains the zeroth- and first-order energies and the vanishing couplings of \(V\Phi\) to triples. No first-order wavefunction is constructed, and no energy denominators appear. Hermiticity of \(h\) and \(g\) is not required, so the energy may be complex.

`twoMode_witness` exhibits matrices for two orbitals and a one-electron determinant that satisfy both structures. That example is too small to contain a nonzero double excitation.
